# With positive static pair weights, a single particle–hole bubble breaks exchange antisymmetry for every non-zero two-fermion interaction

Two electrons scatter from modes $r,s$ into modes $p,q$. At second order the interaction can act twice, with a particle–hole pair running between the two events. Because electrons are identical fermions, the full scattering amplitude must change sign when $p$ and $q$ are exchanged, and it must vanish when $p=q$. Does this one contribution already have that property?

If every internal pair enters with a positive weight, it has the property only when there is no interaction at all. Subtracting the contribution with $p$ and $q$ exchanged restores the sign change by construction. If the weights are symmetric, the difference also changes sign when $r$ and $s$ are exchanged, and it is Hermitian like the interaction itself. For parquet calculations this bears on keeping the particle–hole channel together with its crossed partner, here at second order, with a static interaction and finitely many modes.

In Lean 4 with Mathlib:

```lean
import Mathlib

open ComplexConjugate

namespace BubbleCrossing

variable {n : Type*}
```

## The interaction and its bubble

A mode is a single-particle state, with orbital and spin taken together. Write $V(p,q;r,s)$ for the antisymmetrised matrix element that takes the pair $r,s$ to the pair $p,q$. It satisfies

$$V(p,q;r,s)=-V(q,p;r,s)=-V(p,q;s,r),\qquad V(r,s;p,q)=\overline{V(p,q;r,s)}.$$

The first two equalities express fermion exchange, and the last one says that the interaction is Hermitian.

```lean
/-- The symmetries of a two-fermion interaction `V(p,q;r,s)`: antisymmetry in each pair of
modes, and Hermiticity under exchange of the two pairs. -/
structure IsVertex (V : n → n → n → n → ℂ) : Prop where
  left : ∀ p q r s, V p q r s = -V q p r s
  right : ∀ p q r s, V p q r s = -V p q s r
  herm : ∀ p q r s, V r s p q = conj (V p q r s)
```

The type `n` is the set of modes, and `V p q r s` is the complex number $V(p,q;r,s)$. The fields `left`, `right` and `herm` are the three conditions in the order above.

Now let the interaction act twice. In the first event $r$ goes to $p$ and $l$ goes to $k$; in the second $s$ goes to $q$ and $k$ goes back to $l$. The modes $k,l$ form the internal particle–hole pair, and with a real weight $g_{kl}$ for that pair

$$B(p,q;r,s)=\sum_{k,l}V(p,k;r,l)\,g_{kl}\,V(l,q;k,s).$$

The weight stands for the static product of two propagators. For independent electrons with energies $\varepsilon_k$ and Fermi occupations $f_k$ it is $(f_k-f_l)/(\varepsilon_l-\varepsilon_k)$, with the limit $-f'(\varepsilon_k)$ at equal energies. This is symmetric, and at non-zero temperature it is positive. At zero temperature two filled modes of different energy have weight zero, so strict positivity is lost.

```lean
/-- The single-channel bubble: two interactions joined by a pair of internal lines with
real weight `g k l`. -/
noncomputable def bubble [Fintype n] (g : n → n → ℝ) (V : n → n → n → n → ℂ)
    (p q r s : n) : ℂ :=
  ∑ k, ∑ l, V p k r l * (g k l : ℂ) * V l q k s
```

Many texts call the bare pair of propagators the bubble; here `bubble` includes both interactions. The common sign and numerical factor from the diagram rules are left out, since they multiply every element alike and don't affect its symmetry.

The static weight $g_{kl}$ is a simplification: a calculation that keeps the frequency dependence has frequency-dependent propagators in its place. At non-zero frequency transfer the weight is in general complex, and the positivity used below is no longer available.

The crossed partner is the same diagram with $p$ and $q$ exchanged. Subtracting it gives

$$C(p,q;r,s)=B(p,q;r,s)-B(q,p;r,s).$$

```lean
/-- The bubble minus its crossed partner, in which the first two modes are exchanged. -/
noncomputable def crossedBubble [Fintype n] (g : n → n → ℝ) (V : n → n → n → n → ℂ)
    (p q r s : n) : ℂ :=
  bubble g V p q r s - bubble g V q p r s
```

Despite its name, `crossedBubble` is this difference and not the crossed diagram alone.

## A sum of squares in the exchange element

Exchanging the modes in both pairs produces two minus signs, which cancel:

$$V(p,q;r,s)=-V(q,p;r,s)=V(q,p;s,r).$$

```lean
/-- Exchanging the modes in both pairs at once leaves a two-fermion interaction unchanged. -/
theorem IsVertex.double_swap {V : n → n → n → n → ℂ} (hV : IsVertex V) (p q r s : n) :
    V p q r s = V q p s r := by
  rw [hV.left p q r s, hV.right q p r s, neg_neg]
```

Consider the element in which the outgoing modes are the incoming ones in reverse order, $r=q$ and $s=p$. Its second factor is $V(l,q;k,p)$. The double exchange, followed by Hermiticity, gives

$$V(l,q;k,p)=V(q,l;p,k)=\overline{V(p,k;q,l)}.$$

The second factor is therefore the complex conjugate of the first, and

$$B(p,q;q,p)=\sum_{k,l}g_{kl}\,|V(p,k;q,l)|^2.$$

For $q=p$ this reads $B(p,p;p,p)=\sum_{k,l}g_{kl}|V(p,k;p,l)|^2$. That element describes two fermions in the same mode, which the Pauli principle forbids.

```lean
variable [Fintype n] {g : n → n → ℝ} {V : n → n → n → n → ℂ}

/-- For a two-fermion interaction, the bubble element `B(p,q;q,p)` is a weighted sum of squared
absolute values of interaction elements. For `q = p` this is the element with two fermions in the
same mode. -/
theorem bubble_exchange (hV : IsVertex V) (p q : n) :
    bubble g V p q q p = ((∑ k, ∑ l, g k l * ‖V p k q l‖ ^ 2 : ℝ) : ℂ) := by
  unfold bubble
  push_cast
  refine Finset.sum_congr rfl fun k _ => Finset.sum_congr rfl fun l _ => ?_
  -- the second interaction is the complex conjugate of the first
  have h : V l q k p = conj (V p k q l) := by
    rw [hV.double_swap l q k p]
    exact hV.herm p k q l
  have h2 : V p k q l * conj (V p k q l) = (‖V p k q l‖ : ℂ) ^ 2 := by
    rw [Complex.mul_conj, Complex.normSq_eq_norm_sq, Complex.ofReal_pow]
  rw [h]
  linear_combination (g k l : ℂ) * h2
```

The theorem holds for any real weights. The right-hand side is a real sum regarded as a complex number, so the equation also says that this element is real. In the proof, `Finset.sum_congr` reduces the claim to a single pair $k,l$. There `h` is the conjugation identity above, and `h2` is $z\bar z=|z|^2$.

Suppose now that every $g_{kl}$ is positive. The terms of the sum are non-negative, so the sum vanishes only if each term does. Dividing each term by its weight leaves $|V(p,k;q,l)|^2=0$. Conversely, if all these elements of $V$ vanish, the first factor in every term of the bubble is zero. Hence

$$B(p,q;q,p)=0\iff V(p,k;q,l)=0\ \text{ for all } k,l.$$

```lean
/-- For a two-fermion interaction and positive pair weights, `B(p,q;q,p)` vanishes exactly when the
element `V(p,k;q,l)` is zero for all `k` and `l`. -/
theorem bubble_exchange_eq_zero_iff (hV : IsVertex V) (hg : ∀ k l, 0 < g k l) (p q : n) :
    bubble g V p q q p = 0 ↔ ∀ k l, V p k q l = 0 := by
  constructor
  · intro h k l
    rw [bubble_exchange hV, Complex.ofReal_eq_zero] at h
    have hnn : ∀ a b, 0 ≤ g a b * ‖V p a q b‖ ^ 2 := fun a b =>
      mul_nonneg (hg a b).le (sq_nonneg _)
    -- a vanishing sum of non-negative terms vanishes term by term
    have h1 := (Finset.sum_eq_zero_iff_of_nonneg
      (fun a _ => Finset.sum_nonneg fun b _ => hnn a b)).mp h k (Finset.mem_univ k)
    have h2 := (Finset.sum_eq_zero_iff_of_nonneg
      (fun b _ => hnn k b)).mp h1 l (Finset.mem_univ l)
    have h3 := (mul_eq_zero.mp h2).resolve_left (hg k l).ne'
    exact norm_eq_zero.mp (pow_eq_zero_iff two_ne_zero |>.mp h3)
  · intro h
    simp [bubble, h]
```

Here $p$ and $q$ are fixed, while $k$ and $l$ run over all modes. The library lemma on vanishing sums of non-negative terms is used twice, in `h1` for the sum over $k$ and in `h2` for the sum over $l$. The line `h3` then removes the positive weight.

## Antisymmetry forces the interaction to vanish

Assume that $B(p,q;r,s)=-B(q,p;r,s)$ for all modes. Setting all four modes equal to $p$ gives $B(p,p;p,p)=-B(p,p;p,p)$, so this element is zero. By the equivalence just shown,

$$V(p,k;p,l)=0\quad\text{for all }p,k,l.$$

This doesn't yet remove the whole interaction. A term that moves a pair from modes $2,3$ to modes $0,1$, together with its Hermitian conjugate, has no element of the form $V(p,k;p,l)$. A second step is needed. For any $p,q$ the assumed antisymmetry gives

$$B(p,q;q,p)=-B(q,p;q,p)=-\sum_{k,l}V(q,k;q,l)\,g_{kl}\,V(l,p;k,p)=0,$$

because the first factor in each term has just been shown to vanish. The equivalence for the pair $p,q$ now gives $V(p,k;q,l)=0$ for all $k,l$. Since $p$ and $q$ were arbitrary, $V=0$. The converse is immediate, as a zero interaction has a zero bubble.

```lean
/-- For positive pair weights, the single-channel bubble of a two-fermion interaction is
antisymmetric in its first two modes only if the interaction is zero, and then it is. -/
theorem bubble_antisymmetric_iff (hV : IsVertex V) (hg : ∀ k l, 0 < g k l) :
    (∀ p q r s, bubble g V p q r s = -bubble g V q p r s) ↔ ∀ p q r s, V p q r s = 0 := by
  constructor
  · intro h
    -- the Pauli-forbidden elements remove all V(p,k;p,l)
    have d : ∀ p k l, V p k p l = 0 := fun p =>
      (bubble_exchange_eq_zero_iff hV hg p p).mp (by
        linear_combination (1 / 2 : ℂ) * h p p p p)
    -- antisymmetry then removes the remaining elements
    intro p k q l
    refine (bubble_exchange_eq_zero_iff hV hg p q).mp ?_ k l
    rw [h p q q p]
    simp [bubble, d]
  · intro h p q r s
    simp [bubble, h]
```

The left side of the equivalence is antisymmetry in the first pair for all choices of modes, and the right side says that every matrix element of the interaction is zero. The hypothesis `hg` is positivity of every weight; symmetry of the weights isn't required. Non-negative weights wouldn't be enough: if all of them are zero, the bubble vanishes for every interaction.

In the proof, `d` is the first step, with the factor `1 / 2` solving $B=-B$. The rewriting with `h p q q p` starts the second step, and `simp` uses `d` to make the sum vanish.

## What subtracting the crossed partner restores

In this section the weights are symmetric, $g_{kl}=g_{lk}$, and may have either sign. Apply the double exchange to both interactions in the bubble:

$$B(p,q;r,s)=\sum_{k,l}V(q,l;s,k)\,g_{lk}\,V(k,p;l,r)=B(q,p;s,r).$$

The last equality only interchanges the names of the summation indices $k$ and $l$.

```lean
/-- For symmetric pair weights, the bubble of a two-fermion interaction is unchanged when the modes
in both pairs are exchanged at once. -/
theorem bubble_double_swap (hV : IsVertex V) (hg : ∀ k l, g k l = g l k) (p q r s : n) :
    bubble g V p q r s = bubble g V q p s r := by
  unfold bubble
  rw [Finset.sum_comm]
  refine Finset.sum_congr rfl fun l _ => Finset.sum_congr rfl fun k _ => ?_
  rw [hV.double_swap p k r l, hV.double_swap l q k s, hg k l]
  ring
```

The interchange of names is `Finset.sum_comm`, which swaps the order of the two sums.

Hermiticity of the bubble follows in the same way. Conjugating each factor and using that $g_{kl}$ is real and symmetric,

$$\overline{B(p,q;r,s)}=\sum_{k,l}V(r,l;p,k)\,g_{lk}\,V(k,s;l,q)=B(r,s;p,q).$$

```lean
/-- For symmetric pair weights, the bubble of a two-fermion interaction is Hermitian under exchange
of the two pairs. -/
theorem bubble_herm (hV : IsVertex V) (hg : ∀ k l, g k l = g l k) (p q r s : n) :
    bubble g V r s p q = conj (bubble g V p q r s) := by
  unfold bubble
  simp only [map_sum, map_mul, Complex.conj_ofReal]
  rw [Finset.sum_comm]
  refine Finset.sum_congr rfl fun l _ => Finset.sum_congr rfl fun k _ => ?_
  rw [← hV.herm p l r k, ← hV.herm k q l s, hg k l]
```

The bubble alone thus has Hermiticity and the double exchange, but in general not the single exchange. The difference $C$ changes sign under $p\leftrightarrow q$ by its definition. For the other pair, the double exchange gives

$$C(p,q;s,r)=B(p,q;s,r)-B(q,p;s,r)=B(q,p;r,s)-B(p,q;r,s)=-C(p,q;r,s).$$

For Hermiticity,

$$\overline{C(p,q;r,s)}=B(r,s;p,q)-B(r,s;q,p)=B(r,s;p,q)-B(s,r;p,q)=C(r,s;p,q),$$

where the middle equality is again the double exchange.

```lean
/-- For a two-fermion interaction and symmetric pair weights, subtracting the crossed partner from
the bubble gives a quantity with the same symmetries as the interaction. -/
theorem crossedBubble_isVertex (hV : IsVertex V) (hg : ∀ k l, g k l = g l k) :
    IsVertex (crossedBubble g V) where
  left p q r s := by
    unfold crossedBubble
    ring
  right p q r s := by
    unfold crossedBubble
    rw [bubble_double_swap hV hg p q r s, bubble_double_swap hV hg q p r s]
    ring
  herm p q r s := by
    unfold crossedBubble
    rw [map_sub, ← bubble_herm hV hg p q r s, ← bubble_herm hV hg q p r s,
      bubble_double_swap hV hg s r p q]
```

The conclusion `IsVertex (crossedBubble g V)` says that the difference satisfies the same three conditions as the interaction itself. In particular $C(p,p;r,s)=0$, so the Pauli-forbidden elements are gone. The three fields of the proof are the three arguments just given.

## Two modes with a contact interaction

With a single mode, antisymmetry gives $V(0,0;0,0)=0$. Both sides of the equivalence above are then true, and there is nothing to break. Two modes are the smallest case with a non-zero interaction. There antisymmetry leaves one independent element, $V(0,1;0,1)=U$, and Hermiticity makes it real. All sixteen elements are given by

$$V(p,q;r,s)=U\,(q-p)(s-r),\qquad p,q,r,s\in\{0,1\}.$$

This is a density–density repulsion or attraction between the modes, such as the Hubbard interaction between the two spin states on one site.

```lean
/-- The contact interaction of strength `U` between two fermion modes `0` and `1`, with
`V(0,1;0,1) = U`. -/
noncomputable def contactVertex (U : ℝ) (p q r s : Fin 2) : ℂ :=
  (U : ℂ) * ((q.val : ℂ) - (p.val : ℂ)) * ((s.val : ℂ) - (r.val : ℂ))
```

Exchanging $p$ with $q$, or $r$ with $s$, reverses the sign of one bracket. Exchanging the two pairs only reorders real factors. The three symmetries therefore hold.

For both fermions in mode $0$, the factors in the bubble are $V(0,k;0,l)=Ukl$ and $V(l,0;k,0)=Ulk$. Only $k=l=1$ contributes, so

$$B(0,0;0,0)=g_{11}U^2.$$

For one fermion in each mode, the uncrossed part contains the product $kl(1-l)(1-k)$, which is zero for every $k,l$. Thus $B(0,1;0,1)=0$. The crossed part is an exchange element, and its only term has $k=0$, $l=1$:

$$B(1,0;0,1)=g_{01}\,|V(1,0;0,1)|^2=g_{01}U^2,\qquad C(0,1;0,1)=-g_{01}U^2.$$

```lean
/-- The contact interaction has the symmetries of a two-fermion interaction. Its bubble has
the element `g₁₁ U²` with both fermions in mode `0`, and subtracting the crossed partner
gives `-g₀₁ U²` for one fermion in each mode. -/
theorem contactVertex_witness (U : ℝ) (g : Fin 2 → Fin 2 → ℝ) :
    IsVertex (contactVertex U) ∧
      bubble g (contactVertex U) 0 0 0 0 = (g 1 1 : ℂ) * (U : ℂ) ^ 2 ∧
      crossedBubble g (contactVertex U) 0 1 0 1 = -((g 0 1 : ℂ) * (U : ℂ) ^ 2) := by
  refine ⟨⟨fun p q r s => ?_, fun p q r s => ?_, fun p q r s => ?_⟩, ?_, ?_⟩
  · unfold contactVertex
    ring
  · unfold contactVertex
    ring
  · simp only [contactVertex, map_mul, map_sub, Complex.conj_ofReal, map_natCast]
    ring
  · simp only [bubble, contactVertex, Fin.sum_univ_two, Fin.val_zero, Fin.val_one,
      Nat.cast_zero, Nat.cast_one]
    ring
  · simp only [crossedBubble, bubble, contactVertex, Fin.sum_univ_two, Fin.val_zero,
      Fin.val_one, Nat.cast_zero, Nat.cast_one]
    ring

end BubbleCrossing
```

The theorem states the symmetries and the two values for every real $U$ and all real weights, whether symmetric or not. Its proof writes out the sums over two modes and compares the resulting polynomials.

For numbers, measure energies in a fixed unit and weights in its inverse, and take $U=2$, $g_{11}=1/4$ and $g_{01}=g_{10}=1/2$. The forbidden element is $B(0,0;0,0)=\tfrac14\cdot 4=1$, where the Pauli principle requires zero. The elements $B(0,1;0,1)=0$ and $B(1,0;0,1)=\tfrac12\cdot 4=2$ should be opposite to each other and are not. After the subtraction, $C(0,0;0,0)=0$, $C(0,1;0,1)=-2$ and $C(1,0;0,1)=2$, as exchange antisymmetry demands.

```lean
#print axioms BubbleCrossing.bubble_antisymmetric_iff
-- 'BubbleCrossing.bubble_antisymmetric_iff' depends on axioms: [propext, Classical.choice, Quot.sound]
#print axioms BubbleCrossing.crossedBubble_isVertex
-- 'BubbleCrossing.crossedBubble_isVertex' depends on axioms: [propext, Classical.choice, Quot.sound]
```
